# For a three times continuously differentiable energy, the Slater transition-state error is E'''(x)/24 at some occupation x between 0 and 1

## Question

A half-occupied calculation gives me a core-level energy, but no indication of how far it lies from the difference of the two total energies. Saying that the error is "of third order" doesn't help much, because the occupation changes by a whole electron and nothing is small.

I have seen the claim that the error has a closed form. If the total energy $E(f)$ is three times continuously differentiable in the occupation $f$ on an open interval containing $[0,1]$, then for some $x\in(0,1)$

$$E(1)-E(0)=E'(1/2)+\frac{E'''(x)}{24}.$$

Can this be derived rigorously, with no neglected terms, and checked by machine in Lean?

## Answer

Yes. The idea is to put the whole error into one cubic term and then identify its coefficient.

### From symmetric occupations to the factor 1/24

Take a midpoint occupation $m$ and a half-width $h>0$. For $0\le u\le h$ define

$$G(u)=E(m+u)-E(m-u)-2u\,E'(m)-K u^3,$$

with the constant $K$ chosen so that $G(h)=0$. Also $G(0)=0$, so Rolle's theorem gives $t\in(0,h)$ with $G'(t)=0$, where

$$G'(u)=E'(m+u)+E'(m-u)-2E'(m)-3Ku^2.$$

Since $G'(0)=0$ as well, Rolle's theorem on $[0,t]$ gives $s\in(0,t)$ with

$$G''(s)=E''(m+s)-E''(m-s)-6Ks=0.$$

By the mean value theorem, $E''(m+s)-E''(m-s)=2s\,E'''(x)$ for some $x\in(m-s,m+s)$. Dividing $2s\,E'''(x)=6Ks$ by $6s$ gives $K=E'''(x)/3$, and $G(h)=0$ becomes

$$E(m+h)-E(m-h)=2h\,E'(m)+\frac{h^3}{3}E'''(x).$$

With $m=h=1/2$ this is the claim. For a change from $a$ to $b$, $h=(b-a)/2$ and the remainder is $(b-a)^3E'''(x)/24$.

**Averaging the end-point orbital energies.** Now let

$$H(u)=E(m+u)-E(m-u)-u\,[E'(m+u)+E'(m-u)]-Ku^3,$$

with a new $K$ making $H(h)=0$. The first derivatives of $E$ cancel in

$$H'(u)=-u\,[E''(m+u)-E''(m-u)]-3Ku^2.$$

One use of Rolle's theorem gives $t\in(0,h)$ with $H'(t)=0$. The mean value theorem turns this into $-2t^2E'''(x)=3Kt^2$, so $K=-\tfrac23E'''(x)$. The remainder is $-(b-a)^3E'''(x)/12$, in general with a different $x$.

**Several transition states.** Split $[0,1]$ into $N\ge1$ equal steps, numbered $k=0,\dots,N-1$. Step $k$ has midpoint $(k+1/2)/N$ and remainder $E'''(y_k)/(24N^3)$, with $y_k$ inside the step. Summing the steps telescopes the energies:

$$E(1)-E(0)=\frac1N\sum_{k=0}^{N-1}E'\!\left(\frac{k+1/2}{N}\right)+\frac{1}{24N^2}\cdot\frac1N\sum_{k=0}^{N-1}E'''(y_k).$$

The last mean lies between the smallest and largest $E'''(y_k)$. As $E'''$ is continuous, the mean equals $E'''(x)$ for some $x\in(0,1)$.

### The Lean file

```lean
import Mathlib

open Set

namespace SlaterTransitionStateRemainder

noncomputable section

/-- The orbital energy: the derivative of the total energy with respect to occupation. -/
def orbitalEnergy (E : ℝ → ℝ) : ℝ → ℝ := deriv E

/-- The second derivative of the orbital energy with respect to occupation,
which is the third derivative of the total energy. -/
def orbitalCurvature (E : ℝ → ℝ) : ℝ → ℝ := deriv (deriv (orbitalEnergy E))

/-- The derivative of a monomial in the occupation. -/
lemma hasDerivAt_monomial (c : ℝ) (n : ℕ) (t : ℝ) :
    HasDerivAt (fun s : ℝ => c * s ^ (n + 1)) (c * ((n : ℝ) + 1) * t ^ n) t :=
  ((hasDerivAt_pow (n + 1) t).const_mul c).congr_deriv (by
    rw [Nat.add_sub_cancel]; push_cast; ring)

/-- The change of a differentiable quantity between the occupations `m - s` and `m + s`
is `2 s` times its derivative at some occupation in between. -/
lemma symmetric_mean_value {g g' : ℝ → ℝ} {m s : ℝ} (hs : 0 < s)
    (hg : ∀ f ∈ Icc (m - s) (m + s), HasDerivAt g (g' f) f) :
    ∃ x ∈ Ioo (m - s) (m + s), g (m + s) - g (m - s) = 2 * s * g' x := by
  obtain ⟨x, hx, h⟩ := exists_hasDerivAt_eq_slope g g' (by linarith : m - s < m + s)
    (HasDerivAt.continuousOn hg) (fun f hf => hg f (Ioo_subset_Icc_self hf))
  have hne : m + s - (m - s) ≠ 0 := by
    intro h0
    linarith
  rw [eq_div_iff hne] at h
  exact ⟨x, hx, by linear_combination -h⟩

/-- For an energy `E` with successive derivatives `e`, `e1`, `e2`, the energy difference between
occupations `m - h` and `m + h` is `2 h e(m)` plus `h ^ 3 / 3` times `e2` at some occupation
in between. -/
theorem midpoint_remainder {E e e1 e2 : ℝ → ℝ} {m h : ℝ} (hh : 0 < h)
    (h0 : ∀ f ∈ Icc (m - h) (m + h), HasDerivAt E (e f) f)
    (h1 : ∀ f ∈ Icc (m - h) (m + h), HasDerivAt e (e1 f) f)
    (h2 : ∀ f ∈ Icc (m - h) (m + h), HasDerivAt e1 (e2 f) f) :
    ∃ x ∈ Ioo (m - h) (m + h),
      E (m + h) - E (m - h) = 2 * h * e m + h ^ 3 / 3 * e2 x := by
  -- choose the cubic coefficient that accounts for the whole error
  obtain ⟨K, hK⟩ : ∃ K, E (m + h) - E (m - h) - 2 * e m * h = K * h ^ 3 :=
    ⟨(E (m + h) - E (m - h) - 2 * e m * h) / h ^ 3,
      (div_mul_cancel₀ _ (pow_ne_zero 3 hh.ne')).symm⟩
  have hp : ∀ t ∈ Icc 0 h, m + t ∈ Icc (m - h) (m + h) := fun t ht =>
    ⟨by linarith [ht.1], by linarith [ht.2]⟩
  have hm : ∀ t ∈ Icc 0 h, m - t ∈ Icc (m - h) (m + h) := fun t ht =>
    ⟨by linarith [ht.2], by linarith [ht.1]⟩
  have hG : ∀ t ∈ Icc 0 h, HasDerivAt
      (fun t => E (m + t) - E (m - t) - 2 * e m * t - K * t ^ 3)
      (e (m + t) + e (m - t) - 2 * e m - 3 * K * t ^ 2) t := fun t ht =>
    (((((h0 _ (hp t ht)).comp_const_add m t).fun_sub
      ((h0 _ (hm t ht)).comp_const_sub m t)).fun_sub
      ((hasDerivAt_id' t).const_mul (2 * e m))).fun_sub
      (hasDerivAt_monomial K 2 t)).congr_deriv (by push_cast; ring)
  have hG1 : ∀ t ∈ Icc 0 h, HasDerivAt
      (fun t => e (m + t) + e (m - t) - 2 * e m - 3 * K * t ^ 2)
      (e1 (m + t) - e1 (m - t) - 6 * K * t) t := fun t ht =>
    (((((h1 _ (hp t ht)).comp_const_add m t).fun_add
      ((h1 _ (hm t ht)).comp_const_sub m t)).sub_const (2 * e m)).fun_sub
      (hasDerivAt_monomial (3 * K) 1 t)).congr_deriv (by push_cast; ring)
  -- Rolle's theorem twice, then the mean value theorem
  obtain ⟨t, ht, hz⟩ : ∃ t ∈ Ioo 0 h,
      e (m + t) + e (m - t) - 2 * e m - 3 * K * t ^ 2 = 0 :=
    exists_hasDerivAt_eq_zero hh (HasDerivAt.continuousOn hG)
      (by simp only [add_zero, sub_zero]; linear_combination -hK)
      (fun t ht => hG t (Ioo_subset_Icc_self ht))
  have hsub : ∀ s ∈ Icc 0 t, s ∈ Icc 0 h := fun s hs => ⟨hs.1, hs.2.trans ht.2.le⟩
  obtain ⟨s, hs, hz1⟩ : ∃ s ∈ Ioo 0 t, e1 (m + s) - e1 (m - s) - 6 * K * s = 0 :=
    exists_hasDerivAt_eq_zero ht.1
      (HasDerivAt.continuousOn (fun s hs => hG1 s (hsub s hs)))
      (by simp only [add_zero, sub_zero]; linear_combination -hz)
      (fun s hs => hG1 s (hsub s (Ioo_subset_Icc_self hs)))
  have hsh : s < h := hs.2.trans ht.2
  obtain ⟨x, hx, hd⟩ := symmetric_mean_value (g := e1) (g' := e2) (m := m) hs.1
    (fun f hf => h2 f ⟨by linarith [hf.1], by linarith [hf.2]⟩)
  have hKx : K = e2 x / 3 := mul_left_cancel₀ hs.1.ne'
    (by linear_combination (1 / 6) * hd - (1 / 6) * hz1)
  exact ⟨x, ⟨by linarith [hx.1], by linarith [hx.2]⟩,
    by linear_combination hK + h ^ 3 * hKx⟩

/-- For an energy `E` with successive derivatives `e`, `e1`, `e2`, the energy difference between
occupations `m - h` and `m + h` is `h (e(m + h) + e(m - h))` minus `2 h ^ 3 / 3` times `e2`
at some occupation in between. -/
theorem endpoint_remainder {E e e1 e2 : ℝ → ℝ} {m h : ℝ} (hh : 0 < h)
    (h0 : ∀ f ∈ Icc (m - h) (m + h), HasDerivAt E (e f) f)
    (h1 : ∀ f ∈ Icc (m - h) (m + h), HasDerivAt e (e1 f) f)
    (h2 : ∀ f ∈ Icc (m - h) (m + h), HasDerivAt e1 (e2 f) f) :
    ∃ x ∈ Ioo (m - h) (m + h),
      E (m + h) - E (m - h) = h * (e (m + h) + e (m - h)) - 2 * h ^ 3 / 3 * e2 x := by
  obtain ⟨K, hK⟩ : ∃ K, E (m + h) - E (m - h) - h * (e (m + h) + e (m - h)) = K * h ^ 3 :=
    ⟨(E (m + h) - E (m - h) - h * (e (m + h) + e (m - h))) / h ^ 3,
      (div_mul_cancel₀ _ (pow_ne_zero 3 hh.ne')).symm⟩
  have hG : ∀ t ∈ Icc 0 h, HasDerivAt
      (fun t => E (m + t) - E (m - t) - t * (e (m + t) + e (m - t)) - K * t ^ 3)
      (-t * (e1 (m + t) - e1 (m - t)) - 3 * K * t ^ 2) t := by
    intro t ht
    have hp : m + t ∈ Icc (m - h) (m + h) := ⟨by linarith [ht.1], by linarith [ht.2]⟩
    have hm : m - t ∈ Icc (m - h) (m + h) := ⟨by linarith [ht.2], by linarith [ht.1]⟩
    exact (((((h0 _ hp).comp_const_add m t).fun_sub ((h0 _ hm).comp_const_sub m t)).fun_sub
      ((hasDerivAt_id' t).fun_mul (((h1 _ hp).comp_const_add m t).fun_add
        ((h1 _ hm).comp_const_sub m t)))).fun_sub
      (hasDerivAt_monomial K 2 t)).congr_deriv (by push_cast; ring)
  obtain ⟨t, ht, hz⟩ : ∃ t ∈ Ioo 0 h,
      -t * (e1 (m + t) - e1 (m - t)) - 3 * K * t ^ 2 = 0 :=
    exists_hasDerivAt_eq_zero hh (HasDerivAt.continuousOn hG)
      (by simp only [add_zero, sub_zero]; linear_combination -hK)
      (fun t ht => hG t (Ioo_subset_Icc_self ht))
  obtain ⟨x, hx, hd⟩ := symmetric_mean_value (g := e1) (g' := e2) (m := m) ht.1
    (fun f hf => h2 f ⟨by linarith [hf.1, ht.2], by linarith [hf.2, ht.2]⟩)
  have hKx : K = -(2 / 3) * e2 x := mul_left_cancel₀ (pow_ne_zero 2 ht.1.ne')
    (by linear_combination -(1 / 3) * hz - (t / 3) * hd)
  exact ⟨x, ⟨by linarith [hx.1, ht.2], by linarith [hx.2, ht.2]⟩,
    by linear_combination hK + h ^ 3 * hKx⟩

/-- A three times continuously differentiable energy has an orbital energy that is twice
differentiable in the occupation, with continuous curvature. -/
lemma energy_regularity {E : ℝ → ℝ} {l r : ℝ} (hE : ContDiffOn ℝ 3 E (Ioo l r)) :
    (∀ f ∈ Ioo l r, HasDerivAt E (orbitalEnergy E f) f) ∧
    (∀ f ∈ Ioo l r, HasDerivAt (orbitalEnergy E) (deriv (orbitalEnergy E) f) f) ∧
    (∀ f ∈ Ioo l r, HasDerivAt (deriv (orbitalEnergy E)) (orbitalCurvature E f) f) ∧
    ContinuousOn (orbitalCurvature E) (Ioo l r) := by
  have c1 : ContDiffOn ℝ 2 (orbitalEnergy E) (Ioo l r) :=
    hE.deriv_of_isOpen isOpen_Ioo (by norm_num)
  have c2 : ContDiffOn ℝ 1 (deriv (orbitalEnergy E)) (Ioo l r) :=
    c1.deriv_of_isOpen isOpen_Ioo (by norm_num)
  have c3 : ContDiffOn ℝ 0 (orbitalCurvature E) (Ioo l r) :=
    c2.deriv_of_isOpen isOpen_Ioo (by norm_num)
  exact ⟨fun f hf => ((hE.differentiableOn (by norm_num)).differentiableAt
      (Ioo_mem_nhds hf.1 hf.2)).hasDerivAt,
    fun f hf => ((c1.differentiableOn (by norm_num)).differentiableAt
      (Ioo_mem_nhds hf.1 hf.2)).hasDerivAt,
    fun f hf => ((c2.differentiableOn (by norm_num)).differentiableAt
      (Ioo_mem_nhds hf.1 hf.2)).hasDerivAt, c3.continuousOn⟩

/-- Exact remainders for a change of occupation from `a` to `b`: first for the orbital energy
at the midpoint occupation, then for the average of the initial and final orbital energies. -/
theorem occupation_change_remainders {E : ℝ → ℝ} {l r a b : ℝ}
    (hE : ContDiffOn ℝ 3 E (Ioo l r)) (hla : l < a) (hab : a < b) (hbr : b < r) :
    (∃ x ∈ Ioo a b, E b - E a =
      (b - a) * orbitalEnergy E ((a + b) / 2) + (b - a) ^ 3 / 24 * orbitalCurvature E x) ∧
    (∃ x ∈ Ioo a b, E b - E a =
      (b - a) * ((orbitalEnergy E a + orbitalEnergy E b) / 2)
        - (b - a) ^ 3 / 12 * orbitalCurvature E x) := by
  obtain ⟨d0, d1, d2, -⟩ := energy_regularity hE
  have ha : (a + b) / 2 - (b - a) / 2 = a := by ring
  have hb : (a + b) / 2 + (b - a) / 2 = b := by ring
  have hI : ∀ f ∈ Icc ((a + b) / 2 - (b - a) / 2) ((a + b) / 2 + (b - a) / 2),
      f ∈ Ioo l r := fun f hf => ⟨by linarith [hf.1], by linarith [hf.2]⟩
  have hh : 0 < (b - a) / 2 := by linarith
  have k1 := midpoint_remainder hh (fun f hf => d0 f (hI f hf))
    (fun f hf => d1 f (hI f hf)) (fun f hf => d2 f (hI f hf))
  have k2 := endpoint_remainder hh (fun f hf => d0 f (hI f hf))
    (fun f hf => d1 f (hI f hf)) (fun f hf => d2 f (hI f hf))
  rw [ha, hb] at k1 k2
  obtain ⟨x, hx, h⟩ := k1
  obtain ⟨y, hy, h'⟩ := k2
  exact ⟨⟨x, hx, by linear_combination h⟩, ⟨y, hy, by linear_combination h'⟩⟩

/-- Slater transition state with exact remainder: the energy difference between occupations
one and zero is the orbital energy at half occupation plus one twenty-fourth of the third
derivative of the energy at some occupation strictly between zero and one. -/
theorem slater_transition_state {E : ℝ → ℝ} {l r : ℝ}
    (hE : ContDiffOn ℝ 3 E (Ioo l r)) (hl : l < 0) (hr : 1 < r) :
    ∃ x ∈ Ioo (0 : ℝ) 1,
      E 1 - E 0 = orbitalEnergy E (1 / 2) + orbitalCurvature E x / 24 := by
  obtain ⟨x, hx, h⟩ := (occupation_change_remainders hE hl one_pos hr).1
  rw [zero_add] at h
  exact ⟨x, hx, by linear_combination h⟩

/-- With the unit change of occupation split into `N` equal steps, the energy difference is the
mean of the `N` midpoint orbital energies plus the third derivative of the energy at some
occupation between zero and one, divided by `24 N ^ 2`. -/
theorem stepwise_transition_state {E : ℝ → ℝ} {l r : ℝ}
    (hE : ContDiffOn ℝ 3 E (Ioo l r)) (hl : l < 0) (hr : 1 < r) {N : ℕ} (hN : 0 < N) :
    ∃ x ∈ Ioo (0 : ℝ) 1, E 1 - E 0 =
      (∑ k ∈ Finset.range N, orbitalEnergy E (((k : ℝ) + 1 / 2) / N)) / N
        + orbitalCurvature E x / (24 * (N : ℝ) ^ 2) := by
  have hN' : (0 : ℝ) < N := by exact_mod_cast hN
  have step : ∀ k : ℕ, k < N → ∃ y ∈ Ioo (0 : ℝ) 1,
      E (((k + 1 : ℕ) : ℝ) / N) - E ((k : ℝ) / N) =
        orbitalEnergy E (((k : ℝ) + 1 / 2) / N) / N
          + orbitalCurvature E y / (24 * (N : ℝ) ^ 3) := by
    intro k hk
    have hk0 : 0 ≤ (k : ℝ) / N := by positivity
    have hk1 : ((k + 1 : ℕ) : ℝ) / N ≤ 1 := by
      rw [div_le_one hN']
      exact_mod_cast hk
    have hd : ((k + 1 : ℕ) : ℝ) / N - (k : ℝ) / N = 1 / N := by push_cast; ring
    have hm : ((k : ℝ) / N + ((k + 1 : ℕ) : ℝ) / N) / 2 = ((k : ℝ) + 1 / 2) / N := by
      push_cast; ring
    have hpos : (0 : ℝ) < 1 / N := by positivity
    obtain ⟨y, hy, h⟩ := (occupation_change_remainders hE
      (by linarith : l < (k : ℝ) / N) (by linarith : (k : ℝ) / N < ((k + 1 : ℕ) : ℝ) / N)
      (by linarith)).1
    rw [hd, hm] at h
    refine ⟨y, ⟨by linarith [hy.1], by linarith [hy.2]⟩, ?_⟩
    rw [h]
    ring
  choose! y hy hs using step
  -- the energies of the steps telescope
  have tel : ∑ k ∈ Finset.range N, (E (((k + 1 : ℕ) : ℝ) / N) - E ((k : ℝ) / N)) =
      E ((N : ℝ) / N) - E (((0 : ℕ) : ℝ) / N) :=
    Finset.sum_range_sub (fun k : ℕ => E ((k : ℝ) / N)) N
  rw [Finset.sum_congr rfl (fun k hk => hs k (Finset.mem_range.mp hk)),
    Finset.sum_add_distrib, ← Finset.sum_div, ← Finset.sum_div, div_self hN'.ne',
    Nat.cast_zero, zero_div] at tel
  -- by continuity the mean of the third derivatives is itself attained
  have hc : ContinuousOn (orbitalCurvature E) (Ioo 0 1) :=
    (energy_regularity hE).2.2.2.mono (Ioo_subset_Ioo hl.le hr.le)
  have hconv : Convex ℝ (orbitalCurvature E '' Ioo 0 1) :=
    (isPreconnected_Ioo.image _ hc).ordConnected.convex
  have hmem : ∑ k ∈ Finset.range N, (1 / (N : ℝ)) • orbitalCurvature E (y k) ∈
      orbitalCurvature E '' Ioo 0 1 :=
    hconv.sum_mem (fun _ _ => by positivity)
      (by rw [Finset.sum_const, Finset.card_range, nsmul_eq_mul]
          exact mul_one_div_cancel hN'.ne')
      (fun k hk => mem_image_of_mem _ (hy k (Finset.mem_range.mp hk)))
  obtain ⟨x, hx, hxe⟩ := hmem
  simp only [smul_eq_mul, ← Finset.mul_sum] at hxe
  refine ⟨x, hx, ?_⟩
  rw [← tel, hxe]
  ring

end

end SlaterTransitionStateRemainder
```

```lean
#print axioms SlaterTransitionStateRemainder.slater_transition_state
-- 'SlaterTransitionStateRemainder.slater_transition_state' depends on axioms: [propext, Classical.choice, Quot.sound]
#print axioms SlaterTransitionStateRemainder.stepwise_transition_state
-- 'SlaterTransitionStateRemainder.stepwise_transition_state' depends on axioms: [propext, Classical.choice, Quot.sound]
```

### What the theorems say about occupations and energies

`E : ℝ → ℝ` is the total energy as a function of a single occupation. `orbitalEnergy E` is its first derivative and `orbitalCurvature E` its third, that is, the second derivative of the orbital energy. Identifying the orbital energy with $dE/df$ is a definition here; it is not derived from a density functional. The smoothness of $E$ is likewise assumed. It can fail, for example, where the lowest-energy solution switches from one electronic state to another as the occupation changes.

The hypothesis `ContDiffOn ℝ 3 E (Ioo l r)`, with `l < 0` and `1 < r`, expresses three continuous derivatives on an open interval around $[0,1]$. `slater_transition_state` then provides an `x` in `Ioo 0 1`, strictly between the two integer occupations. It doesn't locate `x` further.

The sign convention is that of adding an electron. The ionisation energy is $E(0)-E(1)=-E'(1/2)-E'''(x)/24$.

`occupation_change_remainders` contains both formulas for general $a<b$, and `stepwise_transition_state` the one for $N$ steps. For core-level calculations in this smooth, one-occupation model, a bound $|E'''|\le M$ on $(0,1)$ limits the discrepancy between the half-occupied estimate and the total-energy difference to $M/24$.

### How the proof follows the derivation

`midpoint_remainder` is the argument with $G$. It first obtains `K`; `hG` and `hG1` then compute $G'$ and $G''$, with `hasDerivAt_monomial` differentiating the power terms. The two calls to `exists_hasDerivAt_eq_zero` are the two uses of Rolle's theorem and produce `t` and `s`. `symmetric_mean_value` supplies `x`, `hKx` cancels the nonzero factor `s`, and `linear_combination` assembles the final identity. `endpoint_remainder` treats $H$ in the same way, with a single use of Rolle's theorem.

These two theorems take the successive derivatives as separate functions. `energy_regularity` supplies them from the smoothness hypothesis, since each derivative on an open interval costs one order of differentiability. `occupation_change_remainders` sets $m=(a+b)/2$ and $h=(b-a)/2$, and `slater_transition_state` specialises to $a=0$, $b=1$.

In `stepwise_transition_state`, `step` applies the midpoint formula to each step, `choose!` collects the points $y_k$, and `tel` is the telescoping sum. The continuous image of an interval is convex (`hconv`), so it contains the mean of the third derivatives (`hmem`). This is where the proof uses the continuity of $E'''$.

### A kink in the second derivative

Suppose only two continuous derivatives are required, and take the following test function, which is a mathematical counterexample and not a model of a particular atom or molecule:

$$E(f)=\max(f-1/2,\,0)^3.$$

Then $E(1)-E(0)=1/8$ and $E'(1/2)=0$, so the formula would need $E'''(x)=3$. But $E'''$ is $0$ below half occupation, $6$ above it, and doesn't exist at $1/2$, where Lean's `deriv` returns $0$. No $x$ works.

### An energy defined only between the integers

The smoothness hypothesis reaches slightly beyond $[0,1]$, which excludes an energy with a derivative jump at occupation $0$ or $1$. A different model would ask for $E$ to be continuous on $[0,1]$ and three times differentiable only inside. The argument with $G$ still goes through by hand, because it uses derivatives at interior points only. The end-point average would then need one-sided orbital energies at $0$ and $1$, and its statement would have to change accordingly.
